# Kroemer's flux and transit-time integrals for a graded base without recombination

The quasi-neutral base of a bipolar transistor at low injection occupies 0 ≤ x ≤ W, with W > 0, the emitter edge at 0 and the collector edge at W. Let nᵢ(x) be the intrinsic density, N(x) the base doping, D(x) the minority diffusivity and n(x) the minority density. All but n are positive and continuous on [0, W]. Set

w = nᵢ²/N.

J is the particle flux towards the collector, without the elementary charge. It is constant because the base is in steady state and has no recombination:

D w (n/w)′ = −J, n(W) = 0.

The second condition stands for a collector that sweeps carriers away immediately. The transit time is stored carriers over flux, τ = (∫₀ᵂ n dx)/J.

## Flux, transit time and the effect of an exponential grading

For J > 0,

J = (n(0)/w(0)) / ∫₀ᵂ dx/(D w),

τ = ∫₀ᵂ w(x) ∫ₓᵂ dy/(D(y) w(y)) dx.

For constant diffusivity d > 0 and w = exp(ηx/W) with η > 0, where w is measured in units of w(0), a factor that cancels from τ,

τ = W²(η − 1 + exp(−η))/(d η²) < W²/(2d).

The right-hand side is the transit time of a uniform base.

## Use in drift-diffusion codes

For a one-dimensional base at low injection, with recombination switched off and n(W) = 0, these formulas give reference values for a device simulator. The double integral needs a single backward sweep: accumulate K(x) = ∫ₓᵂ dy/(D w) from the collector, and sum w K along the way.

The same integration appears on each mesh edge of a Scharfetter–Gummel scheme. There w is, up to a constant factor, the carrier density that a flat quasi-Fermi level would give; in the base above this is nᵢ²/N. Between nodes a and b, constant flux gives

J ∫ₐᵇ dx/(D w) = n(a)/w(a) − n(b)/w(b),

and constant D with exponential w turns the integral into the familiar Bernoulli-function weights. Near η = 0 the closed form for τ loses digits to cancellation, so a code should switch to the series (W²/d)(1/2 − η/6 + η²/24 − …).

## Integrating from the collector

Where n and w are differentiable, the quotient rule gives

D w (n/w)′ = D n′ − D (w′/w) n,

which equals −J. So J is the diffusion flux −D n′ plus the drift flux D (w′/w) n in the effective field set by the grading of nᵢ and N. Dividing the transport equation by D w gives (n/w)′ = −J/(D w). Integrating from x to W, with n(W) = 0,

n(x) = J w(x) K(x).

At x = 0 this is the flux formula, since K(0) > 0. Integrating over the base and dividing by J gives τ = ∫₀ᵂ w K dx. Conversely, K′ = −1/(D w) and K(W) = 0, so J w K solves the problem for every J.

For the exponential grading,

K(x) = (W/(dη)) (exp(−ηx/W) − exp(−η)),

w(x) K(x) = (W/(dη)) (1 − exp(−η) exp(ηx/W)),

τ = (W/(dη)) (W − (W/η)(1 − exp(−η))),

which is the stated closed form. For constant w, w K = (W − x)/d and τ = W²/(2d).

For η > 0, exp(η) ≥ 1 + η + η²/2. Also

(1 − η + η²/2)(1 + η + η²/2) = 1 + η⁴/4 > 1,

so exp(−η) < 1 − η + η²/2. Hence η − 1 + exp(−η) < η²/2, and multiplying by W²/(dη²) gives the strict bound.

## The Lean development

```lean
import Mathlib

open Set MeasureTheory intervalIntegral

namespace KroemerBase

noncomputable section

/-- A material profile that is continuous and positive throughout the base `[0, W]`. -/
def IsProfile (f : ℝ → ℝ) (W : ℝ) : Prop :=
  ContinuousOn f (Icc 0 W) ∧ ∀ x ∈ Icc 0 W, 0 < f x

/-- The weight `w = ni² / N` built from the intrinsic density `ni` and the doping `N`,
meant for `N x ≠ 0`. -/
def weight (ni N : ℝ → ℝ) (x : ℝ) : ℝ := ni x ^ 2 / N x

/-- The minority density `n` carries the constant particle flux `J` through the base,
`D w (n/w)' = -J` at interior points, with `n/w` continuous on all of `[0, W]`, and `n` vanishes at
the collector edge `W`; meant for `w ≠ 0` on the base. -/
structure BaseTransport (D w n : ℝ → ℝ) (W J : ℝ) : Prop where
  cont : ContinuousOn (fun x => n x / w x) (Icc 0 W)
  flux : ∀ x ∈ Ioo 0 W, ∃ g, HasDerivAt (fun y => n y / w y) g x ∧ D x * w x * g = -J
  collector : n W = 0

/-- The base transit time: stored minority carriers divided by the flux, for `J ≠ 0`. -/
def transitTime (n : ℝ → ℝ) (W J : ℝ) : ℝ := (∫ x in (0 : ℝ)..W, n x) / J

variable {D w n : ℝ → ℝ} {W J : ℝ}

/-- Where `n` and `w` are differentiable and `w ≠ 0`, the expression `D w (n/w)'` is the
diffusion term `D n'` minus the drift term `D (w'/w) n`. -/
theorem drift_diffusion_form {x n' w' : ℝ} (hn : HasDerivAt n n' x)
    (hw : HasDerivAt w w' x) (h0 : w x ≠ 0) :
    D x * w x * deriv (fun y => n y / w y) x = D x * n' - D x * (w' / w x) * n x := by
  rw [(hn.fun_div hw h0).deriv]
  field_simp

/-- For positive continuous `D` and `w`, the function `1/(D w)` is continuous on the base. -/
theorem kernel_continuousOn (hD : IsProfile D W) (hw : IsProfile w W) :
    ContinuousOn (fun y => 1 / (D y * w y)) (Icc 0 W) :=
  continuousOn_const.div (hD.1.mul hw.1)
    (fun x hx => (mul_pos (hD.2 x hx) (hw.2 x hx)).ne')

/-- For positive continuous `D` and `w`, the minority density at each point of the base is
`n(x) = J w(x) ∫_x^W 1/(D w)`. -/
theorem density_eq (hD : IsProfile D W) (hw : IsProfile w W)
    (h : BaseTransport D w n W J) {x : ℝ} (hx : x ∈ Icc 0 W) :
    n x = J * w x * ∫ y in x..W, 1 / (D y * w y) := by
  have hsub : Icc x W ⊆ Icc 0 W := Icc_subset_Icc_left hx.1
  have hder : ∀ y ∈ Ioo x W,
      HasDerivAt (fun y => n y / w y) (-J * (1 / (D y * w y))) y := by
    intro y hy
    have hy0 : y ∈ Ioo 0 W := ⟨hx.1.trans_lt hy.1, hy.2⟩
    obtain ⟨g, hg, hJ⟩ := h.flux y hy0
    have hDy := (hD.2 y (Ioo_subset_Icc_self hy0)).ne'
    have hwy := (hw.2 y (Ioo_subset_Icc_self hy0)).ne'
    have e : g = -J * (1 / (D y * w y)) := by
      rw [← hJ]
      field_simp
    rw [← e]
    exact hg
  have hint : IntervalIntegrable (fun y => -J * (1 / (D y * w y))) volume x W :=
    (continuousOn_const.mul ((kernel_continuousOn hD hw).mono hsub)).intervalIntegrable_of_Icc
      hx.2
  -- integrate the transport equation from `x` to the collector
  have key := integral_eq_sub_of_hasDerivAt_of_le hx.2 (h.cont.mono hsub) hder hint
  rw [intervalIntegral.integral_const_mul] at key
  simp only [h.collector, zero_div, zero_sub] at key
  have e : n x / w x = J * ∫ y in x..W, 1 / (D y * w y) := by linear_combination key
  rw [div_eq_iff (hw.2 x hx).ne'] at e
  linear_combination e

/-- Conversely, for positive continuous `D` and `w` and any flux `J`, the density
`J w(x) ∫_x^W 1/(D w)` solves the transport problem in a base of width `W > 0`. -/
theorem density_solves (hW : 0 < W) (hD : IsProfile D W) (hw : IsProfile w W) (J : ℝ) :
    BaseTransport D w (fun x => J * w x * ∫ y in x..W, 1 / (D y * w y)) W J := by
  have hk := kernel_continuousOn hD hw
  have hq : ∀ x ∈ Icc 0 W, (J * w x * ∫ y in x..W, 1 / (D y * w y)) / w x
      = J * ∫ y in x..W, 1 / (D y * w y) := by
    intro x hx
    rw [div_eq_iff (hw.2 x hx).ne']
    ring
  refine ⟨?_, ?_, by simp⟩
  · have hc : ContinuousOn (fun x => ∫ y in x..W, 1 / (D y * w y)) (uIcc 0 W) :=
      continuousOn_primitive_interval_left (by
        rw [uIcc_of_le hW.le]
        exact hk.integrableOn_Icc)
    rw [uIcc_of_le hW.le] at hc
    exact (continuousOn_const.mul hc).congr hq
  · intro x hx
    have hx' := Ioo_subset_Icc_self hx
    have hd := integral_hasDerivAt_left
      ((hk.mono (Icc_subset_Icc_left hx'.1)).intervalIntegrable_of_Icc hx'.2)
      ((hk.mono Ioo_subset_Icc_self).stronglyMeasurableAtFilter isOpen_Ioo x hx)
      (hk.continuousAt (Icc_mem_nhds hx.1 hx.2))
    refine ⟨J * -(1 / (D x * w x)), (hd.const_mul J).congr_of_eventuallyEq ?_, ?_⟩
    · filter_upwards [Ioo_mem_nhds hx.1 hx.2] with y hy
      exact hq y (Ioo_subset_Icc_self hy)
    · have hDx := (hD.2 x hx').ne'
      have hwx := (hw.2 x hx').ne'
      field_simp

/-- For positive continuous `D` and `w` and nonzero flux, the transit time through a base of
width `W > 0` is `∫_0^W w(x) ∫_x^W 1/(D w)`. -/
theorem transitTime_eq (hW : 0 < W) (hJ : J ≠ 0) (hD : IsProfile D W) (hw : IsProfile w W)
    (h : BaseTransport D w n W J) :
    transitTime n W J = ∫ x in (0 : ℝ)..W, w x * ∫ y in x..W, 1 / (D y * w y) := by
  have e : ∫ x in (0 : ℝ)..W, n x
      = ∫ x in (0 : ℝ)..W, J * (w x * ∫ y in x..W, 1 / (D y * w y)) := by
    apply intervalIntegral.integral_congr
    intro x hx
    rw [uIcc_of_le hW.le] at hx
    show n x = J * (w x * ∫ y in x..W, 1 / (D y * w y))
    linear_combination density_eq hD hw h hx
  rw [transitTime, e, intervalIntegral.integral_const_mul, mul_div_cancel_left₀ _ hJ]

/-- Kroemer's formulas: for positive continuous `D`, `ni`, `N`, with `w = ni²/N`, width `W > 0`
and flux `J > 0`, the flux is `(n(0)/w(0)) / ∫ 1/(D w)` and the transit time is
`∫_0^W w(x) ∫_x^W 1/(D w)`. -/
theorem kroemer {ni N : ℝ → ℝ} (hW : 0 < W) (hJ : 0 < J) (hD : IsProfile D W)
    (hni : IsProfile ni W) (hN : IsProfile N W)
    (h : BaseTransport D (weight ni N) n W J) :
    J = (n 0 / weight ni N 0) / (∫ x in (0 : ℝ)..W, 1 / (D x * weight ni N x)) ∧
    transitTime n W J =
      ∫ x in (0 : ℝ)..W, weight ni N x * ∫ y in x..W, 1 / (D y * weight ni N y) := by
  have hw : IsProfile (weight ni N) W :=
    ⟨(hni.1.pow 2).div hN.1 (fun x hx => (hN.2 x hx).ne'),
      fun x hx => div_pos (pow_pos (hni.2 x hx) 2) (hN.2 x hx)⟩
  refine ⟨?_, transitTime_eq hW hJ.ne' hD hw h⟩
  have h0 : (0 : ℝ) ∈ Icc 0 W := ⟨le_rfl, hW.le⟩
  have hpos : 0 < ∫ x in (0 : ℝ)..W, 1 / (D x * weight ni N x) :=
    intervalIntegral_pos_of_pos_on
      ((kernel_continuousOn hD hw).intervalIntegrable_of_Icc hW.le)
      (fun x hx => one_div_pos.mpr (mul_pos (hD.2 x (Ioo_subset_Icc_self hx))
        (hw.2 x (Ioo_subset_Icc_self hx)))) hW
  rw [eq_div_iff hpos.ne', eq_div_iff (hw.2 0 h0).ne']
  linear_combination -density_eq hD hw h h0

/-- The exponential grading `exp(a x/W)` has slope `a/W` times itself. -/
theorem hasDerivAt_grading (a W x : ℝ) :
    HasDerivAt (fun y => Real.exp (a * y / W)) (a / W * Real.exp (a * x / W)) x :=
  (((hasDerivAt_id' x).const_mul a).div_const W).exp.congr_deriv (by ring)

/-- With constant diffusivity `d > 0`, grading `w = exp(η x/W)`, `η ≠ 0`, width `W > 0` and
nonzero flux, the transit time is `W² (η - 1 + exp(-η)) / (d η²)`. -/
theorem graded_transitTime {d η : ℝ} (hW : 0 < W) (hJ : J ≠ 0) (hd : 0 < d) (hη : η ≠ 0)
    (h : BaseTransport (fun _ => d) (fun x => Real.exp (η * x / W)) n W J) :
    transitTime n W J = W ^ 2 * (η - 1 + Real.exp (-η)) / (d * η ^ 2) := by
  have hW0 := hW.ne'
  have hd0 := hd.ne'
  have he : ∀ x, Real.exp (η * x / W) * Real.exp (-η * x / W) = 1 := by
    intro x
    rw [← Real.exp_add, show η * x / W + -η * x / W = 0 by ring, Real.exp_zero]
  have hend : ∀ a : ℝ, a * W / W = a := fun a => mul_div_cancel_right₀ a hW0
  -- the inner integral, from `x` to the collector
  have inner : ∀ x, ∫ y in x..W, 1 / (d * Real.exp (η * y / W))
      = W / (d * η) * (Real.exp (-η * x / W) - Real.exp (-η)) := by
    intro x
    have hF : ∀ y, HasDerivAt (fun y => -(W / (d * η)) * Real.exp (-η * y / W))
        (1 / (d * Real.exp (η * y / W))) y := by
      intro y
      refine ((hasDerivAt_grading (-η) W y).const_mul _).congr_deriv ?_
      have hc : -(W / (d * η)) * (-η / W) * d = 1 := by field_simp
      rw [eq_div_iff (by positivity)]
      linear_combination (-(W / (d * η)) * (-η / W) * d) * he y + hc
    have hcont : Continuous (fun y => 1 / (d * Real.exp (η * y / W))) :=
      Continuous.div continuous_const (by fun_prop)
        (fun y => mul_ne_zero hd0 (Real.exp_pos _).ne')
    rw [integral_eq_sub_of_hasDerivAt (fun y _ => hF y) (hcont.intervalIntegrable _ _)]
    simp only [hend]
    ring
  have outer : ∀ x, Real.exp (η * x / W) * ∫ y in x..W, 1 / (d * Real.exp (η * y / W))
      = W / (d * η) * (1 - Real.exp (-η) * Real.exp (η * x / W)) := by
    intro x
    rw [inner]
    linear_combination (W / (d * η)) * he x
  have hG : ∀ x, HasDerivAt
      (fun x => W / (d * η) * (x - Real.exp (-η) * (W / η * Real.exp (η * x / W))))
      (W / (d * η) * (1 - Real.exp (-η) * Real.exp (η * x / W))) x := by
    intro x
    refine (((hasDerivAt_id' x).fun_sub (((hasDerivAt_grading η W x).const_mul
      (W / η)).const_mul (Real.exp (-η)))).const_mul _).congr_deriv ?_
    have hc : W / η * (η / W) = 1 := by field_simp
    linear_combination -(W / (d * η)) * Real.exp (-η) * Real.exp (η * x / W) * hc
  rw [transitTime_eq hW hJ ⟨continuousOn_const, fun _ _ => hd⟩
    ⟨Continuous.continuousOn (by fun_prop), fun _ _ => Real.exp_pos _⟩ h]
  simp only [outer]
  rw [integral_eq_sub_of_hasDerivAt (fun x _ => hG x)
    (Continuous.intervalIntegrable (by fun_prop) _ _)]
  simp only [hend, mul_zero, zero_div, Real.exp_zero]
  have h1 : Real.exp (-η) * Real.exp η = 1 := by
    rw [← Real.exp_add, neg_add_cancel, Real.exp_zero]
  have hfin : ∀ e : ℝ, W ^ 2 * (η - 1 + e) / (d * η ^ 2)
      = W / (d * η) * (W - W / η + e * (W / η)) := by
    intro e
    field_simp
  rw [hfin]
  linear_combination -(W / (d * η)) * (W / η) * h1

/-- With constant diffusivity `d > 0`, constant weight `c > 0`, width `W > 0` and nonzero flux,
the transit time is `W²/(2d)`. -/
theorem uniform_transitTime {d c : ℝ} (hW : 0 < W) (hJ : J ≠ 0) (hd : 0 < d) (hc : 0 < c)
    (h : BaseTransport (fun _ => d) (fun _ => c) n W J) :
    transitTime n W J = W ^ 2 / (2 * d) := by
  have hG : ∀ x, HasDerivAt (fun x => (W * x - x ^ 2 / 2) / d)
      (c * ((W - x) * (1 / (d * c)))) x := by
    intro x
    refine ((((hasDerivAt_id' x).const_mul W).fun_sub
      (((hasDerivAt_id' x).fun_pow 2).div_const 2)).div_const d).congr_deriv ?_
    field_simp
    norm_num
    ring
  rw [transitTime_eq hW hJ ⟨continuousOn_const, fun _ _ => hd⟩
    ⟨continuousOn_const, fun _ _ => hc⟩ h]
  simp only [intervalIntegral.integral_const, smul_eq_mul]
  rw [integral_eq_sub_of_hasDerivAt (fun x _ => hG x)
    (Continuous.intervalIntegrable (by fun_prop) _ _)]
  ring

/-- With constant diffusivity `d > 0`, grading `w = exp(η x/W)`, `η > 0`, width `W > 0` and
nonzero flux, the transit time is strictly below `W²/(2d)`. -/
theorem graded_faster {d η : ℝ} (hW : 0 < W) (hJ : J ≠ 0) (hd : 0 < d) (hη : 0 < η)
    (h : BaseTransport (fun _ => d) (fun x => Real.exp (η * x / W)) n W J) :
    transitTime n W J < W ^ 2 / (2 * d) := by
  rw [graded_transitTime hW hJ hd hη.ne' h]
  -- `exp(-η) < 1 - η + η²/2` follows from the quadratic lower bound on `exp η`
  have hp : Real.exp (-η) * (1 + η + η ^ 2 / 2) ≤ 1 := by
    calc Real.exp (-η) * (1 + η + η ^ 2 / 2) ≤ Real.exp (-η) * Real.exp η :=
          mul_le_mul_of_nonneg_left (Real.quadratic_le_exp_of_nonneg hη.le)
            (Real.exp_pos _).le
      _ = 1 := by rw [← Real.exp_add, neg_add_cancel, Real.exp_zero]
  have hs : η - 1 + Real.exp (-η) < η ^ 2 / 2 := by
    by_contra hc
    have hc' : 1 - η + η ^ 2 / 2 ≤ Real.exp (-η) := by linarith [not_lt.mp hc]
    have hq : 0 ≤ 1 + η + η ^ 2 / 2 := by positivity
    nlinarith [mul_le_mul_of_nonneg_right hc' hq, pow_pos hη 4]
  rw [div_lt_div_iff₀ (by positivity) (by positivity)]
  have hm : 0 < W ^ 2 * d := by positivity
  nlinarith [mul_lt_mul_of_pos_left hs hm]

end

end KroemerBase
```

```lean
#print axioms KroemerBase.kroemer
#print axioms KroemerBase.graded_transitTime
#print axioms KroemerBase.uniform_transitTime
#print axioms KroemerBase.graded_faster
```

```
'KroemerBase.kroemer' depends on axioms: [propext, Classical.choice, Quot.sound]
'KroemerBase.graded_transitTime' depends on axioms: [propext, Classical.choice, Quot.sound]
'KroemerBase.uniform_transitTime' depends on axioms: [propext, Classical.choice, Quot.sound]
'KroemerBase.graded_faster' depends on axioms: [propext, Classical.choice, Quot.sound]
```

## Hypotheses and proof steps in the Lean code

`IsProfile` encodes positivity and continuity, and `weight` is w. `BaseTransport` holds the physics: `cont` makes n/w continuous up to both edges, `flux` is the transport equation in the interior, and `collector` is n(W) = 0. `kroemer` combines the two integral formulas for J > 0; the transit-time theorems need only J ≠ 0, although J < 0 would make the density n negative and is not physical here, and `graded_transitTime` also allows negative η.

`density_eq` solves `flux` for the derivative and applies the fundamental theorem of calculus, with integrability from `kernel_continuousOn`. `density_solves` is the converse. In `graded_transitTime`, `inner` computes K, `outer` computes w K, and `hG` supplies the last antiderivative. `uniform_transitTime` treats constant w. In `graded_faster`, `hp` carries the exponential bound and `hs` the product argument.

Low injection, quasi-neutrality and complete ionisation are built into w = nᵢ²/N. The transport equation also assumes Boltzmann statistics, the Einstein relation and a flat majority quasi-Fermi level. The boundary value n(0) is an input, so its dependence on the emitter voltage must come from elsewhere. Recombination, finite collector velocity and time dependence are absent from the model, and the theorems concern exact integrals, not mesh or rounding errors.
